# Commutators as derivatives: if $ab-ba=1$, then $[a,f(b)]=f'(b)$ and $[f(a),b]=f'(a)$ for every polynomial $f$

## Moving lowering operators to the right

In a basis of harmonic-oscillator states, the matrix elements of an anharmonic Hamiltonian contain products such as $a^2(a^\dagger)^3$ acting on the harmonic ground state. The working step is to move each lowering operator $a$ to the right until it reaches the ground state and gives zero. Every exchange leaves a commutator behind, and for a polynomial in $a^\dagger$ that commutator is a derivative.

Write $b$ for the raising operator and $[x,y]=xy-yx$. The only relation used is $[a,b]=1$; $b$ need not be the adjoint of $a$. Position and momentum are therefore included: with $a=ip/\hbar$ and $b=x$, the first identity reads $[p,f(x)]=-i\hbar f'(x)$, which turns a polynomial potential into a force in the Heisenberg equation for $p$.

## The two commutators

For powers of $b$, the claim is
$$[a,b^{n+1}]=(n+1)\,b^n,\qquad n\ge 0.$$
At $n=0$ this is the assumed relation. If it holds for $n$, the product rule for commutators gives
$$[a,b^{n+2}]=[a,b^{n+1}]\,b+b^{n+1}[a,b]=(n+1)b^{n+1}+b^{n+1}=(n+2)b^{n+1}.$$

Constants commute with $a$, and the commutator is linear. Summing over the terms of $f(b)=\sum_k c_k b^k$ therefore gives
$$a f(b)-f(b)a=\sum_{k\ge1}c_k\,k\,b^{k-1}=f'(b).$$

For the second identity, note that $(-b)a-a(-b)=ab-ba=1$, so the pair $(-b,a)$ satisfies the same relation. The first identity for this pair is
$$(-b)f(a)-f(a)(-b)=f'(a),\qquad\text{that is,}\qquad f(a)b-bf(a)=f'(a).$$

## Normal ordering and states built on a vacuum

Let $L$ and $K$ be left and right multiplication by $a$, so that $Lx=ax$ and $Kx=xa$. Then $(L-K)x=[a,x]$, and repeated use of the first identity gives $(L-K)^k f(b)=f^{(k)}(b)$. Associativity, $a(xa)=(ax)a$, says that $L$ and $K$ commute, hence $K$ commutes with $L-K$. The binomial theorem applied to $L=K+(L-K)$ yields
$$a^n f(b)=\sum_{m=0}^{n}\binom{n}{m}f^{(n-m)}(b)\,a^m.$$

Now let $v$ be a vector with $av=0$. Then
$$a f(b)v=f'(b)v+f(b)av=f'(b)v,$$
and after $k$ applications $a^k f(b)v=f^{(k)}(b)v$. On such states $a$ acts as $d/db$. In particular $a\,b^{n+1}v=(n+1)b^n v$, so if $a^nb^nv=n!\,v$, then
$$a^{n+1}b^{n+1}v=(n+1)\,a^nb^nv=(n+1)!\,v.$$
The case $n=0$ is $v=v$, which starts the induction.

## The step in a calculation and in code

For $n=2$ and $f(b)=b^3$, normal ordering gives
$$a^2b^3=6b+6b^2a+b^3a^2,$$
and on the vacuum only $6bv$ survives. The vectors $b^nv$ are not normalised. For the usual oscillator, with $b=a^\dagger$ and $v$ of unit norm, the number states are $|n\rangle=b^nv/\sqrt{n!}$, and the same result reads $a^2|3\rangle=\sqrt6\,|1\rangle$.

A program can store the state $f(b)v$ as the coefficient list $c_0,\dots,c_N$ of $f$. Lowering replaces $c_k$ by $(k+1)c_{k+1}$, with $c_{N+1}=0$; raising shifts the list by one place and needs one more entry. The amplitude of $|k\rangle$ is $\sqrt{k!}\,c_k$.

Truncated matrices behave differently. If $a$ and $a^\dagger$ are cut to $d\times d$ complex matrices with $d\ge1$, their commutator has trace zero while the identity has trace $d$, so $[a,a^\dagger]=1$ fails. The relation must therefore not be used to reorder products of truncated matrices. Either the normal ordering is done symbolically before the truncation, or the product is formed in a sufficiently larger basis and then cut.

## How the Lean statements read

`CCR a b` says that two elements of a ring `A` satisfy $ab-ba=1$; the order of the arguments fixes the sign, with the lowering operator first. The coefficients lie in a commutative ring `R`, which is $\mathbb{C}$ in the usual physical case, and `A` is an algebra over it. `aeval b f` is $f(b)$, `derivative` is the formal derivative of a polynomial, and `derivative^[k]` is its $k$-fold iterate.

The theorem `commutator_eq_derivative` states both identities for every `f : R[X]`. In the theorems about a vacuum, states are elements of a module `M` over `A`, the symbol `•` lets an operator or a number act on a state, and the vacuum is any `v` with `a • v = 0`. This condition stands for the absence of a level below the ground state. It is assumed for `v`, not derived from the relation, and $v=0$ is allowed.

`ccr_witness` supplies an example with a nonzero vacuum: differentiation and multiplication by `X` on polynomials over any nontrivial `R`, with the constant polynomial 1 as the vacuum.

The setting is purely algebraic. For unbounded operators on a Hilbert space, products must first make sense on a common domain that the operators map into itself, such as the finite combinations of number states. Functions that are not polynomials, such as exponentials or a Coulomb potential, need a further argument about limits or domains. Within these limits the identities serve oscillator and vibrational calculations with polynomial Hamiltonians, one canonical pair at a time.

## The Lean file

```lean
import Mathlib

open Polynomial

namespace CanonicalCommutation

/-- The canonical commutation relation `a b - b a = 1` for a lowering operator `a` and a
raising operator `b`. -/
def CCR {A : Type*} [Ring A] (a b : A) : Prop := a * b - b * a = 1

section Algebra

variable {R A : Type*} [CommRing R] [Ring A] [Algebra R A] {a b : A}

/-- The commutator of `a` with the power `b ^ (n + 1)` is `(n + 1) b ^ n`. -/
theorem commutator_pow (h : CCR a b) (n : ℕ) :
    a * b ^ (n + 1) - b ^ (n + 1) * a = ((n + 1 : ℕ) : A) * b ^ n := by
  have h' : a * b - b * a = 1 := h
  induction n with
  | zero => simpa using h'
  | succ n ih =>
    -- the product rule for the commutator, applied to `b ^ (n + 1) * b`
    have leibniz : a * b ^ (n + 1 + 1) - b ^ (n + 1 + 1) * a
        = (a * b ^ (n + 1) - b ^ (n + 1) * a) * b + b ^ (n + 1) * (a * b - b * a) := by
      rw [pow_succ b (n + 1)]
      simp only [sub_mul, mul_sub, mul_assoc]
      abel
    rw [leibniz, ih, h', mul_assoc, ← pow_succ, mul_one]
    push_cast
    simp only [add_mul, one_mul]

/-- The commutator of `a` with a polynomial in `b` is the derivative of that polynomial,
evaluated at `b`. -/
theorem commutator_aeval (h : CCR a b) (f : R[X]) :
    a * aeval b f - aeval b f * a = aeval b (derivative f) := by
  induction f using Polynomial.induction_on' with
  | add p q hp hq =>
    simp only [map_add]
    rw [← hp, ← hq]
    noncomm_ring
  | monomial n r =>
    have hc := Algebra.commutes r a
    cases n with
    | zero => simp [hc]
    | succ n =>
      rw [derivative_monomial, aeval_monomial, aeval_monomial, Nat.add_sub_cancel,
        map_mul, map_natCast]
      -- scalars commute with `a`, so only the power of `b` matters
      calc a * (algebraMap R A r * b ^ (n + 1)) - algebraMap R A r * b ^ (n + 1) * a
          = algebraMap R A r * (a * b ^ (n + 1) - b ^ (n + 1) * a) := by
            rw [mul_sub, ← mul_assoc a, ← hc, mul_assoc, mul_assoc]
        _ = algebraMap R A r * ((n + 1 : ℕ) : A) * b ^ n := by
            rw [commutator_pow h, ← mul_assoc]

/-- The canonical commutation relation is preserved when the pair `(a, b)` is replaced by
`(-b, a)`. -/
theorem CCR.rotate (h : CCR a b) : CCR (-b) a := by
  calc -b * a - a * -b = a * b - b * a := by noncomm_ring
    _ = 1 := h

/-- Commutators act as derivatives: `a f(b) - f(b) a = f'(b)` and `f(a) b - b f(a) = f'(a)`
for every polynomial `f`. -/
theorem commutator_eq_derivative (h : CCR a b) (f : R[X]) :
    a * aeval b f - aeval b f * a = aeval b (derivative f) ∧
      aeval a f * b - b * aeval a f = aeval a (derivative f) := by
  refine ⟨commutator_aeval h f, ?_⟩
  -- the second identity is the first one for the rotated pair
  rw [← commutator_aeval h.rotate f]
  noncomm_ring

/-- Normal ordering of `a ^ n f(b)`: all factors `a` are moved to the right of the functions
of `b`, with binomial coefficients and higher derivatives of `f`. -/
theorem normal_order (h : CCR a b) (f : R[X]) (n : ℕ) :
    a ^ n * aeval b f = ∑ m ∈ Finset.range (n + 1),
      n.choose m • (aeval b (derivative^[n - m] f) * a ^ m) := by
  obtain ⟨L, hL⟩ : ∃ L : Module.End R A, L = LinearMap.mulLeft R a := ⟨_, rfl⟩
  obtain ⟨K, hK⟩ : ∃ K : Module.End R A, K = LinearMap.mulRight R a := ⟨_, rfl⟩
  -- repeated commutators with `a` are repeated derivatives
  have hD : ∀ k : ℕ, ((L - K) ^ k) (aeval b f) = aeval b (derivative^[k] f) := by
    intro k
    induction k with
    | zero => simp
    | succ k ih =>
      rw [pow_succ', Module.End.mul_apply, ih, Function.iterate_succ_apply',
        LinearMap.sub_apply, hL, hK, LinearMap.mulLeft_apply, LinearMap.mulRight_apply,
        commutator_aeval h]
  have hLK : Commute L K := by
    change L * K = K * L
    rw [hL, hK]
    refine LinearMap.ext fun x => ?_
    change a * (x * a) = a * x * a
    exact (mul_assoc a x a).symm
  have hcomm : Commute K (L - K) := hLK.symm.sub_right (Commute.refl K)
  -- left multiplication = right multiplication + commutator, then the binomial theorem
  calc a ^ n * aeval b f = ((K + (L - K)) ^ n) (aeval b f) := by
        rw [add_sub_cancel, hL, LinearMap.pow_mulLeft, LinearMap.mulLeft_apply]
    _ = _ := by
        rw [hcomm.add_pow, LinearMap.sum_apply]
        refine Finset.sum_congr rfl fun m _ => ?_
        rw [← nsmul_eq_mul', LinearMap.smul_apply, Module.End.mul_apply, hD, hK,
          LinearMap.pow_mulRight, LinearMap.mulRight_apply]

variable {M : Type*} [AddCommGroup M] [Module A M] {v : M}

/-- On states `f(b) v` built from a vector `v` annihilated by `a`, the operator `a ^ k` acts
as the `k`-th derivative with respect to `b`. -/
theorem lowering_acts_as_derivative (h : CCR a b) (hv : a • v = 0) (f : R[X]) (k : ℕ) :
    a ^ k • aeval b f • v = aeval b (derivative^[k] f) • v := by
  induction k generalizing f with
  | zero => simp
  | succ k ih =>
    have step : a • aeval b f • v = aeval b (derivative f) • v := by
      rw [← commutator_aeval h f, sub_smul, mul_smul, mul_smul, hv, smul_zero, sub_zero]
    rw [pow_succ, mul_smul, step, ih, Function.iterate_succ_apply]

/-- Raising a vector annihilated by `a` with `b` and then lowering it with `a`, `n` times each,
multiplies it by `n!`. -/
theorem lower_raise_vacuum (h : CCR a b) (hv : a • v = 0) (n : ℕ) :
    a ^ n • b ^ n • v = n.factorial • v := by
  induction n with
  | zero => simp
  | succ n ih =>
    have step : a • b ^ (n + 1) • v = (n + 1) • b ^ n • v := by
      have e := congrArg (fun x : A => x • v) (commutator_pow h n)
      simp only [sub_smul, mul_smul, hv, smul_zero, sub_zero] at e
      rw [e, Nat.cast_smul_eq_nsmul]
    rw [pow_succ a, mul_smul, step, smul_comm (a ^ n) (n + 1), ih, smul_smul,
      Nat.factorial_succ]

end Algebra

/-- On polynomials in one variable, differentiation and multiplication by `X` satisfy the
canonical commutation relation, and the nonzero constant `1` is annihilated by differentiation. -/
theorem ccr_witness (R : Type*) [CommRing R] [Nontrivial R] :
    CCR (A := Module.End R R[X]) derivative (LinearMap.mulLeft R X) ∧
      (derivative : Module.End R R[X]) • (1 : R[X]) = 0 ∧ (1 : R[X]) ≠ 0 := by
  refine ⟨?_, ?_, one_ne_zero⟩
  · refine LinearMap.ext fun p => ?_
    change derivative (X * p) - X * derivative p = p
    rw [derivative_mul, derivative_X]
    ring
  · change derivative (1 : R[X]) = 0
    exact derivative_one

end CanonicalCommutation
```

```lean
#print axioms CanonicalCommutation.commutator_eq_derivative
#print axioms CanonicalCommutation.normal_order
#print axioms CanonicalCommutation.lowering_acts_as_derivative
#print axioms CanonicalCommutation.lower_raise_vacuum
```

```
'CanonicalCommutation.commutator_eq_derivative' depends on axioms: [propext, Classical.choice, Quot.sound]
'CanonicalCommutation.normal_order' depends on axioms: [propext, Classical.choice, Quot.sound]
'CanonicalCommutation.lowering_acts_as_derivative' depends on axioms: [propext, Classical.choice, Quot.sound]
'CanonicalCommutation.lower_raise_vacuum' depends on axioms: [propext]
```

## How the proof follows the derivation

`commutator_pow` is the induction on powers. Its intermediate equation `leibniz` is the product rule for $b^{n+1}\cdot b$, checked by expanding both sides and cancelling; the induction hypothesis and the relation itself then give the factor $n+2$.

`commutator_aeval` extends this to polynomials by `Polynomial.induction_on'`, which asks for two cases, sums and monomials. Sums follow from linearity. For a monomial, `hc` states that the coefficient commutes with `a`, so it can be pulled out in front of the commutator and `commutator_pow` applies. The constant monomial is treated separately, because its derivative is zero.

`CCR.rotate` is the observation about $(-b,a)$. In `commutator_eq_derivative` the first identity is already available, and the second comes from using `commutator_aeval` with `h.rotate`; `noncomm_ring` then rearranges the signs without exchanging any factors.

In `normal_order`, `L` and `K` are the two multiplication maps from the derivation. `hD` identifies powers of `L - K` with repeated derivatives, `hLK` is associativity, and `hcomm` is the commutation that the binomial theorem requires. The final calculation writes $a^nf(b)$ as $(K+(L-K))^n$ applied to $f(b)$, expands it with `hcomm.add_pow`, and evaluates each term.

`lowering_acts_as_derivative` is an induction on `k`, in which `step` is the case of a single $a$. The induction keeps `f` general, since after one lowering the hypothesis is needed for $f'$ instead of $f$. `lower_raise_vacuum` lets the identity of `commutator_pow` act on `v`, which removes the term ending in `a`, and collects the factors $n+1$ into the factorial.

For `ccr_witness`, the relation is tested on an arbitrary polynomial $p$, where it becomes $(Xp)'-Xp'=p$, the ordinary product rule.
